# Conjugation by exp(−F) turns a one-dimensional Fokker–Planck equation into an imaginary-time Schrödinger equation

Let $F$ be a real function on the line with $F' = W$, where $W$ is differentiable, and let $\psi(x,t)$ be a real function that is twice continuously differentiable in both variables jointly. Put $p = e^{-F}\psi$. Then

$$p_t = p_{xx} + 2(Wp)_x \ \text{ for all } x,t \quad\Longleftrightarrow\quad \psi_t = \psi_{xx} - (W^2 - W')\,\psi \ \text{ for all } x,t,$$

and $e^{-2F}$ is a stationary solution of the equation on the left.

That equation describes overdamped motion with unit diffusion constant and drift velocity $-2W$. The drift is the force of the potential $2F$, in units where the mobility and $k_BT$ are 1, so $e^{-2F}$ is the Boltzmann weight. The equation on the right is $\psi_t = -H\psi$ with

$$H = -\frac{d^2}{dx^2} + W^2 - W',$$

a Schrödinger equation in imaginary time, in units where $\hbar = 1$ and $2m = 1$.

For one particle on a line whose zero-energy solution $e^{-F}$ is known exactly, this is the change of function by which importance sampling in diffusion Monte Carlo replaces imaginary-time evolution by drift and diffusion.

## The change of function by hand

Write $Lp = p'' + 2(Wp)'$ for the spatial part of the Fokker–Planck equation, and let $\varphi$ be a twice continuously differentiable function of $x$ alone. Since $(e^{-F})' = -We^{-F}$, the density $p = e^{-F}\varphi$ has

$$p' = e^{-F}(\varphi' - W\varphi),$$

$$p'' = e^{-F}\bigl(\varphi'' - 2W\varphi' - W'\varphi + W^2\varphi\bigr),$$

$$2(Wp)' = e^{-F}\bigl(2W'\varphi + 2W\varphi' - 2W^2\varphi\bigr).$$

In the sum the first-derivative terms cancel, which leaves

$$L(e^{-F}\varphi) = e^{-F}\bigl(\varphi'' - (W^2 - W')\varphi\bigr) = -e^{-F}H\varphi.$$

Now let $\varphi$ be $\psi(\cdot,t)$ at a fixed time. Because $F$ does not depend on $t$, $p_t = e^{-F}\psi_t$. The Fokker–Planck equation therefore reads $e^{-F}\psi_t = -e^{-F}H\psi$, and the factor $e^{-F}$, which is never zero, cancels. This proves the equivalence in both directions.

## Factorisation, current and relaxation

The operator $H$ is a product of two first-order operators:

$$\left(-\frac{d}{dx} + W\right)(\varphi' + W\varphi) = -\varphi'' - W'\varphi - W\varphi' + W\varphi' + W^2\varphi = H\varphi.$$

The right-hand factor annihilates $e^{-F}$, so $He^{-F} = 0$.

The probability current is $J = -(p' + 2Wp)$, and the Fokker–Planck equation is the continuity equation $p_t = -J_x$. For $p = e^{-2F}$ we have $p' = -2Wp$. The current vanishes, and so does $Lp$. Conversely, for any differentiable $p$,

$$(e^{2F}p)' = e^{2F}(p' + 2Wp) = -e^{2F}J.$$

If $J = 0$ everywhere, then $e^{2F}p$ is a constant $c$, and $p = c\,e^{-2F}$.

Finally, suppose $H\varphi = E\varphi$ for a real number $E$, and put $p = e^{-F}e^{-Et}\varphi$. Then $p_t = -Ep$, while $Lp = -e^{-F}e^{-Et}H\varphi = -Ep$. Eigenvalues of $H$ thus appear as relaxation rates, with decay when $E > 0$.

For $W = x$ take $F = x^2/2$ and $\varphi = xe^{-x^2/2}$. Then $\varphi' = (1 - x^2)e^{-x^2/2}$ and $\varphi'' = (x^3 - 3x)e^{-x^2/2}$, so

$$H\varphi = \bigl(3x - x^3 + (x^2 - 1)x\bigr)e^{-x^2/2} = 2\varphi.$$

The corresponding Fokker–Planck mode is $xe^{-x^2}e^{-2t}$. It integrates to zero, so it describes a deviation from equilibrium and is not itself a probability density.

## The operators in Lean

```lean
import Mathlib

open Real

namespace FokkerPlanckCorrespondence

noncomputable section
```

Functions of position have type `ℝ → ℝ`, and derivatives are Mathlib's `deriv`. This returns 0 where a function is not differentiable; the regularity hypotheses of the theorems ensure that every derivative used is a genuine one.

The generator $L$ takes the drift function `W` and the density `p` and returns the value at `x`. Its definition fixes the diffusion constant at 1 and the drift at $-2W$.

```lean
/-- The Fokker-Planck generator `p'' + 2 (W p)'` with unit diffusion and drift `-2 W`. -/
def fokkerPlanck (W p : ℝ → ℝ) (x : ℝ) : ℝ :=
  deriv (deriv p) x + 2 * deriv (fun y => W y * p y) x
```

The Schrödinger operator is likewise a pointwise differential expression. No Hilbert space, domain or boundary condition is attached to it, and its functions are real.

```lean
/-- The Schrödinger operator `-φ'' + (W² - W') φ`. -/
def hamiltonian (W φ : ℝ → ℝ) (x : ℝ) : ℝ :=
  -deriv (deriv φ) x + (W x ^ 2 - deriv W x) * φ x
```

The sign of the current is chosen so that a positive value means flow towards larger $x$.

```lean
/-- The probability current `-(p' + 2 W p)`. -/
def current (W p : ℝ → ℝ) (x : ℝ) : ℝ :=
  -(deriv p x + 2 * (W x * p x))
```

Nothing in these definitions requires `p` to be non-negative or normalised. The word "density" refers only to its role in the equation.

## The similarity identity

The hypothesis `ContDiff ℝ 2 φ` says that $\varphi$ is twice continuously differentiable. A short lemma extracts the differentiability of $\varphi'$.

```lean
/-- The derivative of a twice continuously differentiable function is differentiable. -/
lemma differentiable_deriv {φ : ℝ → ℝ} (hφ : ContDiff ℝ 2 φ) :
    Differentiable ℝ (deriv φ) :=
  hφ.differentiable_deriv_two
```

The next theorem is $L(e^{-F}\varphi) = -e^{-F}H\varphi$ at every point `x`. The hypothesis `hF` states that $F$ has derivative $W(x)$ at each $x$, so $F$ is the potential of the drift up to a factor 2.

In the proof, `hE` is the derivative of $e^{-F}$, and `h1` is the formula for $p'$. The step `hd` turns that formula into an equality of functions, because $p''$ is the derivative of the whole function $p'$ and not of its value at one point. Then `h2` and `h3` supply $p''$ and $(Wp)'$ as the product rule delivers them, and `ring` carries out the cancellation.

```lean
/-- The Fokker-Planck generator acting on `exp(-F) φ` equals `-exp(-F)` times the
Schrödinger operator acting on `φ`. -/
theorem fokkerPlanck_similarity {F W φ : ℝ → ℝ} (hF : ∀ x, HasDerivAt F (W x) x)
    (hW : Differentiable ℝ W) (hφ : ContDiff ℝ 2 φ) (x : ℝ) :
    fokkerPlanck W (fun y => exp (-F y) * φ y) x = -(exp (-F x) * hamiltonian W φ x) := by
  have hφ1 : Differentiable ℝ φ := hφ.differentiable (by norm_num)
  have hφ2 := differentiable_deriv hφ
  have hE : ∀ y, HasDerivAt (fun z => exp (-F z)) (exp (-F y) * -W y) y :=
    fun y => (hF y).fun_neg.exp
  -- first derivative of the density
  have h1 : ∀ y, HasDerivAt (fun z => exp (-F z) * φ z)
      (exp (-F y) * (deriv φ y - W y * φ y)) y :=
    fun y => ((hE y).fun_mul (hφ1 y).hasDerivAt).congr_deriv (by ring)
  have hd : deriv (fun z => exp (-F z) * φ z)
      = fun y => exp (-F y) * (deriv φ y - W y * φ y) := funext fun y => (h1 y).deriv
  -- second derivative of the density, and the derivative of `W p`
  have h2 : HasDerivAt (fun y => exp (-F y) * (deriv φ y - W y * φ y))
      (exp (-F x) * -W x * (deriv φ x - W x * φ x)
        + exp (-F x) * (deriv (deriv φ) x - (deriv W x * φ x + W x * deriv φ x))) x :=
    (hE x).fun_mul ((hφ2 x).hasDerivAt.fun_sub
      ((hW x).hasDerivAt.fun_mul (hφ1 x).hasDerivAt))
  have h3 : HasDerivAt (fun y => W y * (exp (-F y) * φ y))
      (deriv W x * (exp (-F x) * φ x)
        + W x * (exp (-F x) * (deriv φ x - W x * φ x))) x :=
    (hW x).hasDerivAt.fun_mul (h1 x)
  simp only [fokkerPlanck, hamiltonian]
  rw [hd, h2.deriv, h3.deriv]
  ring
```

## The equivalence of the two evolution equations

Here `ψ x t` has position first and time second, and `hψ` is joint $C^2$ regularity on the plane. Both sides of the `↔` quantify over all real `x` and `t`, negative times included. A solution that exists only for $t > 0$, such as the spreading heat kernel, is therefore not covered as stated. The theorem relates the two equations for a given $\psi$; it does not construct solutions or address their uniqueness.

The proof first reduces the claim to a single pair $(x,t)$. The facts `hs` and `ht` restrict the joint regularity to the slices at fixed time and at fixed position. Then `hd` pulls $e^{-F(x)}$ out of the time derivative, `hg` applies the similarity identity to the slice at time `t`, and `mul_right_inj'` cancels the non-zero factor.

```lean
/-- The density `p = exp(-F) ψ` solves the Fokker-Planck equation `p_t = p_xx + 2 (W p)_x`
everywhere if and only if `ψ` solves `ψ_t = ψ_xx - (W² - W') ψ` everywhere. -/
theorem fokkerPlanck_iff_schrodinger {F W : ℝ → ℝ} (hF : ∀ x, HasDerivAt F (W x) x)
    (hW : Differentiable ℝ W) {ψ : ℝ → ℝ → ℝ}
    (hψ : ContDiff ℝ 2 (fun q : ℝ × ℝ => ψ q.1 q.2)) :
    (∀ x t, deriv (fun s => exp (-F x) * ψ x s) t
        = fokkerPlanck W (fun y => exp (-F y) * ψ y t) x) ↔
      ∀ x t, deriv (fun s => ψ x s) t = -hamiltonian W (fun y => ψ y t) x := by
  refine forall_congr' fun x => forall_congr' fun t => ?_
  have hs : ContDiff ℝ 2 (fun y => ψ y t) :=
    hψ.comp (contDiff_id.prodMk contDiff_const)
  have ht : ContDiff ℝ 2 (fun s => ψ x s) :=
    hψ.comp (contDiff_const.prodMk contDiff_id)
  have htd : Differentiable ℝ (fun s => ψ x s) := ht.differentiable (by norm_num)
  have hd : deriv (fun s => exp (-F x) * ψ x s) t
      = exp (-F x) * deriv (fun s => ψ x s) t :=
    ((htd t).hasDerivAt.const_mul (exp (-F x))).deriv
  have hg : fokkerPlanck W (fun y => exp (-F y) * ψ y t) x
      = -(exp (-F x) * hamiltonian W (fun y => ψ y t) x) :=
    fokkerPlanck_similarity hF hW hs x
  -- the common factor exp(-F) never vanishes
  rw [hd, hg, ← mul_neg]
  exact mul_right_inj' (exp_ne_zero _)
```

The relation $F' = W$ is essential. Take $F = 0$, $W = 1$ and $\psi = 1$, so that every regularity condition holds but $F' \neq W$. Then $p = 1$ satisfies $p_t = p_{xx} + 2p_x$, since both sides are 0. The other equation would require $\psi_t = \psi_{xx} - \psi$, that is, $0 = -1$. The equivalence fails. (The constant $p = 1$ is not a normalisable density, but the theorem does not ask for one.)

## The product of first-order operators

The factorisation is stated at each point, with the outer operator $-d/dx + W$ written out. Only differentiability of $W$ and the regularity of $\varphi$ enter; no potential $F$ is needed. The proof differentiates $\varphi' + W\varphi$ by the sum and product rules and compares terms.

```lean
/-- The Schrödinger operator factorises as `(-d/dx + W)(d/dx + W)`. -/
theorem hamiltonian_factorization {W φ : ℝ → ℝ} (hW : Differentiable ℝ W)
    (hφ : ContDiff ℝ 2 φ) (x : ℝ) :
    hamiltonian W φ x = -deriv (fun y => deriv φ y + W y * φ y) x
      + W x * (deriv φ x + W x * φ x) := by
  have hφ1 : Differentiable ℝ φ := hφ.differentiable (by norm_num)
  have h : HasDerivAt (fun y => deriv φ y + W y * φ y)
      (deriv (deriv φ) x + (deriv W x * φ x + W x * deriv φ x)) x :=
    (differentiable_deriv hφ x).hasDerivAt.fun_add
      ((hW x).hasDerivAt.fun_mul (hφ1 x).hasDerivAt)
  rw [h.deriv, hamiltonian]
  ring
```

## Stationary density and vanishing current

Stationarity is expressed as $L e^{-2F} = 0$ at every point, which is the Fokker–Planck equation for a function that does not depend on time. In the proof, `hd` is the relation $p' = -2Wp$ and `h2` differentiates it once more, giving $p'' = -2(Wp)'$. The two terms of the generator then cancel.

```lean
/-- The density `exp(-2F)` is a stationary solution of the Fokker-Planck equation. -/
theorem stationary_density {F W : ℝ → ℝ} (hF : ∀ x, HasDerivAt F (W x) x)
    (hW : Differentiable ℝ W) (x : ℝ) :
    fokkerPlanck W (fun y => exp (-2 * F y)) x = 0 := by
  have hE : ∀ y, HasDerivAt (fun z => exp (-2 * F z)) (exp (-2 * F y) * (-2 * W y)) y :=
    fun y => ((hF y).const_mul (-2)).exp
  have hd : deriv (fun z => exp (-2 * F z)) = fun y => -2 * (W y * exp (-2 * F y)) :=
    funext fun y => (hE y).deriv.trans (by ring)
  have h := (hW x).hasDerivAt.fun_mul (hE x)
  have h2 : deriv (fun y => -2 * (W y * exp (-2 * F y))) x
      = -2 * deriv (fun y => W y * exp (-2 * F y)) x :=
    (h.differentiableAt.hasDerivAt.const_mul (-2)).deriv
  simp only [fokkerPlanck]
  rw [hd, h2]
  ring
```

The theorem does not say that $e^{-2F}$ can be normalised. When $Z = \int e^{-2F}\,dx$ is finite, the probability density is $e^{-2F}/Z$; for $F = x^2/2$ it is $e^{-x^2}/\sqrt{\pi}$. For $F = 0$ the integral diverges.

The next result characterises the functions without current. It requires $p$ to be differentiable, but $W$ need not be, since $W$ is never differentiated. In the forward direction, `hg` is the product rule for $e^{2F}p$, `h0` uses the vanishing current to make this derivative zero, and `is_const_of_deriv_eq_zero` concludes that the function is constant. Evaluating it at the origin gives $c = e^{2F(0)}p(0)$. The reverse direction differentiates $c\,e^{-2F}$ directly.

```lean
/-- A differentiable density carries no probability current anywhere if and only if it is
a constant multiple of `exp(-2F)`. -/
theorem current_eq_zero_iff {F W p : ℝ → ℝ} (hF : ∀ x, HasDerivAt F (W x) x)
    (hp : Differentiable ℝ p) :
    (∀ x, current W p x = 0) ↔ ∃ c : ℝ, ∀ x, p x = c * exp (-2 * F x) := by
  constructor
  · intro h
    -- exp(2F) p has zero derivative, hence is constant
    have hg : ∀ y, HasDerivAt (fun z => exp (2 * F z) * p z)
        (exp (2 * F y) * (2 * W y) * p y + exp (2 * F y) * deriv p y) y :=
      fun y => ((hF y).const_mul 2).exp.fun_mul (hp y).hasDerivAt
    have h0 : ∀ y, deriv (fun z => exp (2 * F z) * p z) y = 0 := by
      intro y
      have hy := h y
      rw [current] at hy
      rw [(hg y).deriv]
      linear_combination (-exp (2 * F y)) * hy
    refine ⟨exp (2 * F 0) * p 0, fun x => ?_⟩
    have hc : exp (2 * F x) * p x = exp (2 * F 0) * p 0 :=
      is_const_of_deriv_eq_zero (fun y => (hg y).differentiableAt) h0 x 0
    have he : exp (2 * F x) * exp (-2 * F x) = 1 := by
      rw [← exp_add, show 2 * F x + -2 * F x = 0 by ring, exp_zero]
    rw [← hc]
    linear_combination (-p x) * he
  · rintro ⟨c, hc⟩ x
    have hE : HasDerivAt (fun z => c * exp (-2 * F z))
        (c * (exp (-2 * F x) * (-2 * W x))) x :=
      (((hF x).const_mul (-2)).exp).const_mul c
    rw [current, funext hc, hE.deriv]
    ring
```

Vanishing current is a stronger condition than stationarity. With $W = 1$ and $F = x$, the constant $p = 1$ is stationary but carries the current $-2$, and it is not a multiple of $e^{-2x}$. Neither function can be normalised on the whole line, so this example concerns solutions of the equation and not probability densities.

## Eigenfunctions as relaxation modes

The hypothesis `hE` is the pointwise eigenvalue equation $H\varphi = E\varphi$. Since square integrability is not assumed, `E` may be any real number for which the differential equation has such a solution, and $\varphi = 0$ is allowed. The conclusion is the Fokker–Planck equation for $e^{-F}e^{-Et}\varphi$ at arbitrary `x` and `t`.

In the proof, `ht` computes the time derivative and `hg` applies the similarity identity to $e^{-Et}\varphi$. The steps `hd` and `hd2` move the constant $e^{-Et}$ through the two space derivatives. The last line multiplies the eigenvalue equation by $e^{-F}e^{-Et}$ to match the two sides.

```lean
/-- If `H φ = E φ`, then `exp(-F) exp(-E t) φ` solves the Fokker-Planck equation. -/
theorem eigenmode_relaxation {F W φ : ℝ → ℝ} {E : ℝ} (hF : ∀ x, HasDerivAt F (W x) x)
    (hW : Differentiable ℝ W) (hφ : ContDiff ℝ 2 φ)
    (hE : ∀ x, hamiltonian W φ x = E * φ x) (x t : ℝ) :
    deriv (fun s => exp (-F x) * (exp (-E * s) * φ x)) t
      = fokkerPlanck W (fun y => exp (-F y) * (exp (-E * t) * φ y)) x := by
  have hφ1 : Differentiable ℝ φ := hφ.differentiable (by norm_num)
  have h0 : HasDerivAt (fun s => -E * s) (-E) t :=
    ((hasDerivAt_id' t).const_mul (-E)).congr_deriv (mul_one _)
  have ht : HasDerivAt (fun s => exp (-F x) * (exp (-E * s) * φ x))
      (exp (-F x) * (exp (-E * t) * -E * φ x)) t :=
    (h0.exp.mul_const (φ x)).const_mul _
  have hg : fokkerPlanck W (fun y => exp (-F y) * (exp (-E * t) * φ y)) x
      = -(exp (-F x) * hamiltonian W (fun y => exp (-E * t) * φ y) x) :=
    fokkerPlanck_similarity hF hW (contDiff_const.mul hφ) x
  -- the constant factor exp(-E t) passes through both space derivatives
  have hd : deriv (fun y => exp (-E * t) * φ y) = fun y => exp (-E * t) * deriv φ y :=
    funext fun y => ((hφ1 y).hasDerivAt.const_mul _).deriv
  have hd2 : deriv (fun y => exp (-E * t) * deriv φ y) x
      = exp (-E * t) * deriv (deriv φ) x :=
    ((differentiable_deriv hφ x).hasDerivAt.const_mul _).deriv
  have hx := hE x
  simp only [hamiltonian] at hx hg
  rw [ht.deriv, hg, hd, hd2]
  linear_combination (exp (-F x) * exp (-E * t)) * hx
```

## The first excited mode for linear drift

For $W = x$ the operator is $H = -d^2/dx^2 + x^2 - 1$, a harmonic oscillator with its ground-state energy shifted to zero. The final theorem checks the eigenvalue 2 for $xe^{-x^2/2}$. This function is not normalised; the real unit-norm eigenfunction is, up to sign, $\sqrt{2/\sqrt{\pi}}\;xe^{-x^2/2}$.

The proof follows the calculation by hand: `he` differentiates the Gaussian, `hd` gives $\varphi' = (1 - x^2)e^{-x^2/2}$, `h2` gives $\varphi''$, and `h3` records $W' = 1$.

```lean
/-- For `W = x`, the function `x exp(-x²/2)` is an eigenfunction of the Schrödinger
operator with eigenvalue 2. -/
theorem linear_drift_witness (x : ℝ) :
    hamiltonian (fun y => y) (fun y => y * exp (-(y ^ 2 / 2))) x
      = 2 * (x * exp (-(x ^ 2 / 2))) := by
  have hsq : ∀ y : ℝ, HasDerivAt (fun z : ℝ => z ^ 2) (2 * y) y :=
    fun y => by simpa using hasDerivAt_pow 2 y
  have he : ∀ y : ℝ, HasDerivAt (fun z : ℝ => exp (-(z ^ 2 / 2)))
      (exp (-(y ^ 2 / 2)) * -(2 * y / 2)) y :=
    fun y => ((hsq y).div_const 2).fun_neg.exp
  have hd : deriv (fun y : ℝ => y * exp (-(y ^ 2 / 2)))
      = fun y => (1 - y ^ 2) * exp (-(y ^ 2 / 2)) :=
    funext fun y => ((hasDerivAt_id' y).fun_mul (he y)).deriv.trans (by ring)
  have h2 : HasDerivAt (fun y : ℝ => (1 - y ^ 2) * exp (-(y ^ 2 / 2)))
      (-(2 * x) * exp (-(x ^ 2 / 2))
        + (1 - x ^ 2) * (exp (-(x ^ 2 / 2)) * -(2 * x / 2))) x :=
    ((hsq x).const_sub 1).fun_mul (he x)
  have h3 : deriv (fun y : ℝ => y) x = 1 := (hasDerivAt_id' x).deriv
  simp only [hamiltonian]
  rw [hd, h2.deriv, h3]
  ring

end

end FokkerPlanckCorrespondence
```

```lean
#print axioms FokkerPlanckCorrespondence.fokkerPlanck_similarity
#print axioms FokkerPlanckCorrespondence.fokkerPlanck_iff_schrodinger
#print axioms FokkerPlanckCorrespondence.current_eq_zero_iff
#print axioms FokkerPlanckCorrespondence.eigenmode_relaxation
```

```
'FokkerPlanckCorrespondence.fokkerPlanck_similarity' depends on axioms: [propext, Classical.choice, Quot.sound]
'FokkerPlanckCorrespondence.fokkerPlanck_iff_schrodinger' depends on axioms: [propext, Classical.choice, Quot.sound]
'FokkerPlanckCorrespondence.current_eq_zero_iff' depends on axioms: [propext, Classical.choice, Quot.sound]
'FokkerPlanckCorrespondence.eigenmode_relaxation' depends on axioms: [propext, Classical.choice, Quot.sound]
```
